# Radial ZORA kinetic energy as a scalar operator plus a spin-orbit term

A scalar-relativistic atomic calculation solves one radial equation for each orbital quantum number $l$, where the full equation would need one for each spin-orbit partner. Spin-orbit coupling is left out or added afterwards. For one electron in a spherical potential, treated in the zeroth-order regular approximation (ZORA) to the Dirac equation, the identity below gives the exact term removed in that step.

The radial ZORA equation, in atomic units, is

$$\left(-\frac{d}{dr}+\frac{\kappa}{r}\right)K\left(\frac{d}{dr}+\frac{\kappa}{r}\right)P=(E-V)P,\qquad K=\frac{c^2}{2c^2-V}.$$

Here $P$ is $r$ times the radial part of the orbital, $V$ is the electron's potential energy, $E$ is its energy without the rest energy, and $c$ is the speed of light. The number $\kappa$ labels the partners: $\kappa=l$ means $j=l-\tfrac12$, and $\kappa=-l-1$ means $j=l+\tfrac12$. The identity concerns the left-hand side:

$$\left(-\frac{d}{dr}+\frac{\kappa}{r}\right)K\left(\frac{d}{dr}+\frac{\kappa}{r}\right)P=-\frac1r\left(r^2K\left(\frac Pr\right)'\right)'+\frac{l(l+1)KP}{r^2}-(\kappa+1)\frac{K'P}{r}.$$

## The operators and their conventions

In Lean 4 with Mathlib:

```lean
import Mathlib

open Filter Topology

namespace ZoraRadial

noncomputable section
```

The profile is `zoraK`. It tends to $\tfrac12$ when $|V|\ll 2c^2$, so it already contains the $\tfrac12$ of the nonrelativistic kinetic energy. Some texts use a $K$ twice as large.

```lean
/-- The ZORA kinetic profile `K = c² / (2c² - V)`, meant for `V ≠ 2c²`. -/
def zoraK (c : ℝ) (V : ℝ → ℝ) (r : ℝ) : ℝ := c ^ 2 / (2 * c ^ 2 - V r)
```

`kinetic` is the factored operator for any profile `K`. Its outer `deriv` acts on the whole product, as the operator notation demands. Despite its name, it includes the spin-orbit coupling.

```lean
/-- The radial kinetic operator `(-d/dr + κ/r) K (d/dr + κ/r)` acting on `P`, for `r ≠ 0`. -/
def kinetic (K : ℝ → ℝ) (κ : ℝ) (P : ℝ → ℝ) (r : ℝ) : ℝ :=
  -deriv (fun s => K s * (deriv P s + κ / s * P s)) r
    + κ / r * (K r * (deriv P r + κ / r * P r))
```

`scalarKinetic` contains $l$ but not $\kappa$. Its first term is the radial part of $-\nabla\cdot K\nabla$, written for $P$.

```lean
/-- The scalar-relativistic kinetic operator `-(1/r) (r² K (P/r)')' + l(l+1) K P / r²`,
for `r ≠ 0`. -/
def scalarKinetic (K : ℝ → ℝ) (l : ℝ) (P : ℝ → ℝ) (r : ℝ) : ℝ :=
  -(1 / r) * deriv (fun s => s ^ 2 * K s * deriv (fun t => P t / t) s) r
    + l * (l + 1) * K r * P r / r ^ 2
```

`spinOrbit` is written with $V'$ and not with $K'$, so the formula for $K'$ has to be proved. The factor $-(\kappa+1)$ is the value of $\boldsymbol\sigma\cdot\mathbf L$ in the channel $\kappa$.

```lean
/-- The ZORA spin-orbit term `-(κ+1) [c² V' / (2c² - V)²] P / r`, for `r ≠ 0` and `V ≠ 2c²`. -/
def spinOrbit (c : ℝ) (V : ℝ → ℝ) (κ : ℝ) (P : ℝ → ℝ) (r : ℝ) : ℝ :=
  -(κ + 1) * (c ^ 2 * deriv V r / (2 * c ^ 2 - V r) ^ 2) * P r / r
```

`degeneracy` counts the magnetic substates, $2j+1=2|\kappa|$.

```lean
/-- The number `2j + 1` of magnetic substates, where `j = |κ| - 1/2`. -/
def degeneracy (κ : ℝ) : ℝ := 2 * |κ|
```

All functions are real functions of a real variable, and every statement holds at a single radius $r$. The reduction of the three-dimensional two-component equation to this radial operator is the starting point and is not derived.

## The potential is differentiable at $r$ and lies below $2c^2$

Differentiability (`hV`) says that the electron feels a definite radial force at $r$. The bound `hlt` keeps the potential energy below twice the electron's rest energy, which holds wherever the potential energy is negative.

By hand, both conditions enter through the quotient rule:

$$K'=\frac{0\cdot(2c^2-V)-c^2(-V')}{(2c^2-V)^2}=\frac{c^2V'}{(2c^2-V)^2}.$$

```lean
/-- Where `V` is differentiable and below `2c²`, the ZORA profile has the derivative
`K' = c² V' / (2c² - V)²`. -/
theorem hasDerivAt_zoraK {c r V' : ℝ} {V : ℝ → ℝ} (hV : HasDerivAt V V' r)
    (hlt : V r < 2 * c ^ 2) :
    HasDerivAt (zoraK c V) (c ^ 2 * V' / (2 * c ^ 2 - V r) ^ 2) r := by
  have hne : 2 * c ^ 2 - V r ≠ 0 := (sub_pos.mpr hlt).ne'
  have h : HasDerivAt (fun s => c ^ 2 / (2 * c ^ 2 - V s)) _ r :=
    (hasDerivAt_const r (c ^ 2)).fun_div (hV.const_sub (2 * c ^ 2)) hne
  exact h.congr_deriv (by ring)
```

The proof turns the bound into `hne`, the statement that the denominator is nonzero, and applies the quotient rule `fun_div`. The final `ring` brings the derivative to the stated form.

At a thin charged shell the potential has a kink. There $V'$ has no value, and neither has the spin-orbit term. If $V(r)=2c^2$ with $c\neq0$, the profile $K$ has no value at $r$. This second failure only shows the need for $V(r)\neq 2c^2$; above $2c^2$ the same algebra goes through, with a negative $K$.

## The radius is positive

The condition `hr` places the point away from the nucleus. By hand it allows division by $r$ and differentiation of $\kappa/r$. The inner factor gives $KP'+\kappa KP/r$, and the outer one then gives

$$-(KP')'-\frac{\kappa K'P}{r}-\frac{\kappa KP'}{r}+\frac{\kappa KP}{r^2}+\frac{\kappa KP'}{r}+\frac{\kappa^2KP}{r^2}.$$

The two terms in $\kappa KP'/r$ cancel, which leaves

$$-(KP')'-\frac{\kappa K'P}{r}+\frac{\kappa(\kappa+1)KP}{r^2}.$$

```lean
/-- For differentiable `K` and twice differentiable `P`, the factored operator at `r > 0` is
`-(K P')' - κ K' P / r + κ(κ+1) K P / r²`. -/
theorem kinetic_expand {K P : ℝ → ℝ} {K' κ r : ℝ} (hr : 0 < r) (hK : HasDerivAt K K' r)
    (hP : DifferentiableAt ℝ P r) (hP2 : DifferentiableAt ℝ (deriv P) r) :
    kinetic K κ P r = -(K' * deriv P r + K r * deriv (deriv P) r)
      - κ * K' * P r / r + κ * (κ + 1) * K r * P r / r ^ 2 := by
  have hq : HasDerivAt (fun s : ℝ => κ / s) ((0 * r - κ * 1) / r ^ 2) r :=
    (hasDerivAt_const r κ).fun_div (hasDerivAt_id' r) hr.ne'
  have h : HasDerivAt (fun s => K s * (deriv P s + κ / s * P s)) _ r :=
    hK.fun_mul (hP2.hasDerivAt.fun_add (hq.fun_mul hP.hasDerivAt))
  unfold kinetic
  rw [h.deriv]
  -- the two terms `κ K P' / r` cancel
  ring
```

In the proof, `hq` is the derivative of $\kappa/s$ at $r$, where `hr` is used. The statement `h` assembles the derivative of the full product from the product and sum rules. After `rw [h.deriv]` no derivative of a product is left, and `ring` carries out the cancellation. The lemma holds for any profile differentiable at $r$, not just the ZORA one.

At $r=0$ the coefficients $\kappa/r$ have no value, so the identity says nothing at the nucleus itself. That argument excludes only $r=0$; negative $r$ is excluded because it is not a radius.

## The radial function is twice differentiable

Where $K$ is differentiable and nonzero, both operators need a second derivative of $P$ to act pointwise. The assumption comes in two parts: `hP` asks for $P'$ at every positive radius, and `hP2` asks that $P'$ be differentiable at $r$.

By hand, the scalar operator is expanded from the inside. First,

$$\left(\frac Pr\right)'=\frac{rP'-P}{r^2},\qquad r^2K\left(\frac Pr\right)'=K(rP'-P).$$

Differentiating again gives

$$\bigl(K(rP'-P)\bigr)'=K'(rP'-P)+K(P'+rP''-P')=K'(rP'-P)+rKP''.$$

Multiplying by $-1/r$ and adding the centrifugal term produces

$$-(KP')'+\frac{K'P}{r}+\frac{l(l+1)KP}{r^2}.$$

```lean
/-- For differentiable `K` and twice differentiable `P`, the scalar operator at `r > 0` is
`-(K P')' + K' P / r + l(l+1) K P / r²`. -/
theorem scalarKinetic_expand {K P : ℝ → ℝ} {K' l r : ℝ} (hr : 0 < r) (hK : HasDerivAt K K' r)
    (hP : ∀ s, 0 < s → DifferentiableAt ℝ P s) (hP2 : DifferentiableAt ℝ (deriv P) r) :
    scalarKinetic K l P r = -(K' * deriv P r + K r * deriv (deriv P) r)
      + K' * P r / r + l * (l + 1) * K r * P r / r ^ 2 := by
  -- near `r` the flux `r² K (P/r)'` is `K (r P' - P)`
  have hev : (fun s => s ^ 2 * K s * deriv (fun t => P t / t) s)
      =ᶠ[𝓝 r] fun s => K s * (s * deriv P s - P s) := by
    filter_upwards [lt_mem_nhds hr] with s hs
    have hs0 : s ≠ 0 := hs.ne'
    have hd : HasDerivAt (fun t => P t / t) ((deriv P s * s - P s * 1) / s ^ 2) s :=
      (hP s hs).hasDerivAt.fun_div (hasDerivAt_id' s) hs0
    have hc : ∀ X : ℝ, s ^ 2 * (X / s ^ 2) = X := fun X => by field_simp
    rw [hd.deriv]
    linear_combination K s * hc (deriv P s * s - P s * 1)
  have h : HasDerivAt (fun s => K s * (s * deriv P s - P s)) _ r :=
    hK.fun_mul (((hasDerivAt_id' r).fun_mul hP2.hasDerivAt).fun_sub (hP r hr).hasDerivAt)
  unfold scalarKinetic
  rw [hev.deriv_eq, h.deriv]
  have hr0 : r ≠ 0 := hr.ne'
  field_simp
  ring
```

The first step must hold at all points near $r$, because its result is differentiated again. This is the content of `hev`, whose sign `=ᶠ[𝓝 r]` means equality in a neighbourhood of $r$. It is also the reason why `hP` is not confined to the point $r$. The lemma `hev.deriv_eq` then exchanges the two functions under the outer derivative, `h` supplies that derivative, and `field_simp` with `ring` finishes the algebra.

If $P$ has a kink at $r$, it has no second derivative there and neither operator acts on it pointwise. This happens in ZORA where the potential jumps, since continuity of $K(P'+\kappa P/r)$ then generally forces $P'$ to jump. As stated, `hP` excludes a kink at any positive radius, although differentiability near $r$ would be enough for the identity.

## The labels satisfy $\kappa(\kappa+1)=l(l+1)$

The condition `hκ` says that $\kappa$ and $l$ describe the same orbital angular momentum. It factors as $(\kappa-l)(\kappa+l+1)=0$, so its solutions are exactly the two partners $\kappa=l$ and $\kappa=-l-1$.

By hand it is used when the two expansions are subtracted. The terms $-(KP')'$ drop out, the centrifugal terms agree by `hκ`, and what remains is

$$-\frac{\kappa K'P}{r}-\frac{K'P}{r}=-(\kappa+1)\frac{K'P}{r}.$$

```lean
/-- At `r > 0`, with `V` differentiable and below `2c²`, `P` twice differentiable and
`κ(κ+1) = l(l+1)`, the radial ZORA kinetic operator is the scalar one plus the spin-orbit term. -/
theorem zora_decomposition {c κ l r : ℝ} {V P : ℝ → ℝ} (hr : 0 < r)
    (hV : DifferentiableAt ℝ V r) (hlt : V r < 2 * c ^ 2)
    (hP : ∀ s, 0 < s → DifferentiableAt ℝ P s) (hP2 : DifferentiableAt ℝ (deriv P) r)
    (hκ : κ * (κ + 1) = l * (l + 1)) :
    kinetic (zoraK c V) κ P r = scalarKinetic (zoraK c V) l P r + spinOrbit c V κ P r := by
  have hK := hasDerivAt_zoraK hV.hasDerivAt hlt
  rw [kinetic_expand hr hK (hP r hr) hP2, scalarKinetic_expand hr hK hP hP2]
  unfold spinOrbit
  linear_combination (zoraK c V r * P r / r ^ 2) * hκ
```

In words: at a positive radius, for a potential differentiable there and below $2c^2$, and for a twice differentiable $P$, the factored operator equals the scalar operator plus the spin-orbit term. The proof inserts both expansions with the derivative `hK`. The last line multiplies `hκ` by $KP/r^2$, which is the matching of the centrifugal terms. In this theorem $\kappa$ and $l$ may be any real numbers that satisfy the relation.

Without the relation, the two sides differ by $[\kappa(\kappa+1)-l(l+1)]KP/r^2$, which is nonzero wherever $K$ and $P$ are.

It would be an error to read the spin-orbit term off the expanded factored operator as $-\kappa K'P/r$. The scalar operator has its own term $K'P/r$, and this changes $\kappa$ to $\kappa+1$. The wrong version would give an $s$ electron, with $\kappa=-1$, a spin-orbit term $K'P/r$, and its weighted sum over partners would be $2(2l+1)K'P/r$ instead of zero.

## Both partners act on one radial function, with integer $l$

For the average over partners, $l$ is a natural number and both operators act on the same $P$. Physically, this is the scalar-relativistic picture, in which one radial function serves both values of $j$.

The weights are $2l$ for $\kappa=l$ and $2l+2$ for $\kappa=-l-1$.

```lean
/-- The spin-orbit partners `κ = l` and `κ = -l-1` have `2l` and `2l + 2` substates. -/
theorem degeneracy_partners (l : ℕ) :
    degeneracy l = 2 * l ∧ degeneracy (-l - 1) = 2 * l + 2 := by
  have hl : (0 : ℝ) ≤ l := Nat.cast_nonneg l
  unfold degeneracy
  rw [abs_of_nonneg hl, abs_of_nonpos (by linarith : -(l : ℝ) - 1 ≤ 0)]
  constructor <;> ring
```

The two values of $-(\kappa+1)$ are $-(l+1)$ and $l$, so the weighted sum of the spin-orbit terms is

$$\bigl[-2l(l+1)+(2l+2)l\bigr]\frac{K'P}{r}=0.$$

```lean
/-- The spin-orbit terms of `κ = l` and `κ = -l-1`, taken on the same radial function and
weighted by `2j + 1`, sum to zero. -/
theorem spinOrbit_average (c r : ℝ) (V P : ℝ → ℝ) (l : ℕ) :
    degeneracy l * spinOrbit c V l P r
      + degeneracy (-l - 1) * spinOrbit c V (-l - 1) P r = 0 := by
  rw [(degeneracy_partners l).1, (degeneracy_partners l).2]
  unfold spinOrbit
  ring
```

The proof inserts the weights, unfolds the spin-orbit term and leaves the cancellation to `ring`. It needs no condition on $V$ or $r$, because the same expression multiplies both coefficients.

Adding the full operators with these weights therefore leaves $2l+(2l+2)=2(2l+1)$ copies of the scalar operator.

```lean
/-- At `r > 0`, with `V` differentiable and below `2c²` and `P` twice differentiable, the
`(2j+1)`-weighted sum of the two partner operators is `2(2l+1)` times the scalar operator. -/
theorem kinetic_average {c r : ℝ} {V P : ℝ → ℝ} (l : ℕ) (hr : 0 < r)
    (hV : DifferentiableAt ℝ V r) (hlt : V r < 2 * c ^ 2)
    (hP : ∀ s, 0 < s → DifferentiableAt ℝ P s) (hP2 : DifferentiableAt ℝ (deriv P) r) :
    degeneracy l * kinetic (zoraK c V) l P r
      + degeneracy (-l - 1) * kinetic (zoraK c V) (-l - 1) P r
      = 2 * (2 * l + 1) * scalarKinetic (zoraK c V) l P r := by
  have hA := zora_decomposition (κ := l) (l := l) hr hV hlt hP hP2 rfl
  have hB := zora_decomposition (κ := -l - 1) (l := l) hr hV hlt hP hP2 (by ring)
  have hC := spinOrbit_average c r V P l
  rw [(degeneracy_partners l).1, (degeneracy_partners l).2] at hC ⊢
  linear_combination (2 * (l : ℝ)) * hA + (2 * (l : ℝ) + 2) * hB + hC
```

Here `hA` and `hB` are the decomposition for the two partners, and `hC` is the vanishing sum. The closing `linear_combination` adds them with the weights of the hand calculation.

Subtracting the operators removes the scalar part and gives

$$\bigl[-(l+1)-l\bigr]\frac{K'P}{r}=-(2l+1)\frac{K'P}{r}.$$

```lean
/-- At `r > 0`, with `V` differentiable and below `2c²` and `P` twice differentiable, the
operators of `κ = l` and `κ = -l-1` differ by `-(2l+1) K' P / r`. -/
theorem kinetic_splitting {c r : ℝ} {V P : ℝ → ℝ} (l : ℕ) (hr : 0 < r)
    (hV : DifferentiableAt ℝ V r) (hlt : V r < 2 * c ^ 2)
    (hP : ∀ s, 0 < s → DifferentiableAt ℝ P s) (hP2 : DifferentiableAt ℝ (deriv P) r) :
    kinetic (zoraK c V) l P r - kinetic (zoraK c V) (-l - 1) P r
      = -(2 * l + 1) * deriv (zoraK c V) r * P r / r := by
  have hA := zora_decomposition (κ := l) (l := l) hr hV hlt hP hP2 rfl
  have hB := zora_decomposition (κ := -l - 1) (l := l) hr hV hlt hP hP2 (by ring)
  rw [hA, hB, (hasDerivAt_zoraK hV.hasDerivAt hlt).deriv]
  unfold spinOrbit
  ring
```

This time the derivative of the profile appears as `deriv (zoraK c V) r`, and the formula for $K'$ connects it to `spinOrbit`.

For $l=0$ only $\kappa=-1$ is a physical channel. The label $\kappa=0$ has weight zero in the average, and in the difference it is algebra without a state behind it.

If the partners have different radial functions, as the solutions for $p_{1/2}$ and $p_{3/2}$ generally do, the terms need not cancel. The average of the two full ZORA energies is then not in general the scalar energy.

## The Coulomb potential is attractive

For a bare point nucleus, $V=-Z/r$ with nuclear charge $Z>0$. Then $V'=Z/r^2$ and $2c^2-V=(2c^2r+Z)/r$, so the powers of $r$ cancel:

$$K'=\frac{c^2Z/r^2}{(2c^2r+Z)^2/r^2}=\frac{c^2Z}{(2c^2r+Z)^2}.$$

```lean
/-- For the Coulomb potential `V = -Z/r` with `Z > 0`, the spin-orbit term at `r > 0` is
`-(κ+1) [c² Z / (2c² r + Z)²] P / r`. -/
theorem spinOrbit_coulomb {Z r : ℝ} (c κ : ℝ) (P : ℝ → ℝ) (hZ : 0 < Z) (hr : 0 < r) :
    spinOrbit c (fun s => -Z / s) κ P r
      = -(κ + 1) * (c ^ 2 * Z / (2 * c ^ 2 * r + Z) ^ 2) * P r / r := by
  have hr0 : r ≠ 0 := hr.ne'
  have hV : HasDerivAt (fun s : ℝ => -Z / s) (Z / r ^ 2) r :=
    ((hasDerivAt_const r (-Z)).fun_div (hasDerivAt_id' r) hr0).congr_deriv (by ring)
  have hden : 2 * c ^ 2 - -Z / r = (2 * c ^ 2 * r + Z) / r := by
    rw [eq_div_iff hr0]
    linear_combination div_mul_cancel₀ Z hr0
  have hD : 2 * c ^ 2 * r + Z ≠ 0 := by positivity
  -- the powers of `r` cancel between `V'` and the squared denominator
  have key : c ^ 2 * (Z / r ^ 2) / ((2 * c ^ 2 * r + Z) / r) ^ 2
      = c ^ 2 * Z / (2 * c ^ 2 * r + Z) ^ 2 := by
    field_simp
  simp only [spinOrbit]
  rw [hV.deriv, hden, key]

end

end ZoraRadial
```

The proof follows the same three steps: `hV` is the derivative of the potential, `hden` the rewritten denominator, and `key` the cancellation. The condition `hZ` enters in `hD`, where it keeps $2c^2r+Z$ positive. For a repulsive charge $Z<0$ and $c\neq0$, that expression would vanish at $r=|Z|/(2c^2)$, the radius where $V=2c^2$.

Near the nucleus this $K'$ stays finite and approaches $c^2/Z$, whereas its weak-potential form $V'/(4c^2)$ grows as $1/r^2$.

```lean
#print axioms ZoraRadial.zora_decomposition
#print axioms ZoraRadial.kinetic_average
#print axioms ZoraRadial.kinetic_splitting
#print axioms ZoraRadial.spinOrbit_coulomb
```

```
'ZoraRadial.zora_decomposition' depends on axioms: [propext, Classical.choice, Quot.sound]
'ZoraRadial.kinetic_average' depends on axioms: [propext, Classical.choice, Quot.sound]
'ZoraRadial.kinetic_splitting' depends on axioms: [propext, Classical.choice, Quot.sound]
'ZoraRadial.spinOrbit_coulomb' depends on axioms: [propext, Classical.choice, Quot.sound]
```
